# With fixed positive weights, the electronic thermal conductivity of finitely many levels is independent of the reference energy and vanishes only when all energies coincide

The last step in computing an electronic thermal conductivity from band energies is often a subtraction, L2 − L1²/L0, of moments summed over an energy grid. For non-interacting electrons on a finite grid with fixed transport weights, the energies in these sums may be measured from any zero. A zero near the weighted mean energy keeps L1 small and so limits the cancellation in the subtraction. With positive weights the result can't be negative, and a negative output then points to rounding or to an error in the code.

The levels are labelled by a finite set, the type `ι` in the code.

```lean
import Mathlib

open Finset

namespace ElectronicThermalConductivity

noncomputable section

variable {ι : Type*} [Fintype ι]
```

## Moments and the open-circuit conductivity

Level i has energy e_i and transport weight w_i. In a Boltzmann calculation, w_i would collect the squared velocity, the relaxation time, the density of states and the factor −∂f/∂E, where f is the Fermi function. Here the weights are simply given real numbers. The moments about a reference energy μ are

L_k(μ) = Σ_i w_i (e_i − μ)^k.

In Lean, `w` and `e` are real functions on `ι`, and `transportMoment w e μ k` is L_k(μ).

```lean
/-- The transport moment `L_k = ∑ w_i (e_i - μ)^k` of levels with energies `e` and
weights `w`, taken about the reference energy `μ`. -/
def transportMoment (w e : ι → ℝ) (μ : ℝ) (k : ℕ) : ℝ :=
  ∑ i, w i * (e i - μ) ^ k
```

The conductivity is defined from the first three moments:

κ = L2 − L1²/L0.

Constant prefactors are left out. If the thermal force is −∇T/T, where T is the temperature, the measured conductivity is κ/T in the units of the weights.

```lean
/-- The electronic thermal conductivity at zero particle current, `L2 - L1² / L0`, up to
constant prefactors; its domain is `L0 ≠ 0`. -/
def thermalConductivity (w e : ι → ℝ) (μ : ℝ) : ℝ :=
  transportMoment w e μ 2 - transportMoment w e μ 1 ^ 2 / transportMoment w e μ 0
```

For the figure of merit we also need a lattice conductivity κl, in the same units as κ, so that κl is T times the measured lattice value. The definition is

Z = L1² / (L0 (κ + κl)),

which, when μ is the chemical potential, is the usual dimensionless ratio of the squared thermopower times electrical conductivity times temperature to the total thermal conductivity. Another reference energy would change L1 and in general Z, so μ can't be chosen freely here.

```lean
/-- The thermoelectric figure of merit `L1² / (L0 (κ + κl))` with electronic conductivity `κ` and
lattice conductivity `κl`, where `μ` is to be the chemical potential; its domain is `L0 (κ + κl) ≠
0`. -/
def figureOfMerit (w e : ι → ℝ) (μ κl : ℝ) : ℝ :=
  transportMoment w e μ 1 ^ 2 /
    (transportMoment w e μ 0 * (thermalConductivity w e μ + κl))
```

Since (e_i − μ)^0 = 1, the zeroth moment is the total weight, whatever μ is:

L0 = Σ_i w_i.

```lean
/-- The zeroth transport moment is the total weight. -/
theorem transportMoment_zero (w e : ι → ℝ) (μ : ℝ) :
    transportMoment w e μ 0 = ∑ i, w i := by
  simp [transportMoment]
```

If the total weight is nonzero, multiplying the definition of κ by L0 removes the fraction:

L0 κ = L0 L2 − L1².

The right side is the determinant of the 2 × 2 matrix of transport coefficients. The later proofs use this form.

```lean
/-- If the total weight is nonzero, the electronic thermal conductivity times `L0` is the
determinant `L0 L2 - L1²` of the matrix of transport coefficients. -/
theorem moment_mul_conductivity (w e : ι → ℝ) (μ : ℝ) (hw : ∑ i, w i ≠ 0) :
    transportMoment w e μ 0 * thermalConductivity w e μ =
      transportMoment w e μ 0 * transportMoment w e μ 2 - transportMoment w e μ 1 ^ 2 := by
  have h0 : transportMoment w e μ 0 ≠ 0 := by rwa [transportMoment_zero]
  rw [thermalConductivity, mul_sub, mul_div_cancel₀ _ h0]
```

The definition of κ comes from the open-circuit condition. For this derivation let μ be the chemical potential, x the driving force on the particles and y the thermal force, and assume the linear laws

particle current = L0 x + L1 y,
heat current = L1 x + L2 y.

If no particles flow, then x = −L1 y/L0, and the heat current becomes

L1 x + L2 y = (L2 − L1²/L0) y = κ y.

The theorem takes the vanishing particle current as its hypothesis `hJ`; the linear laws are built into the statement and are not derived from a kinetic equation. The proof avoids solving for x. It multiplies the claim by L0, and `linear_combination` adds L1 times `hJ` to −y times the determinant identity.

```lean
/-- If the total weight is nonzero and the driving force `x` and the thermal force `y` give no
particle current, the heat current is the electronic thermal conductivity times `y`. -/
theorem heat_current_of_open_circuit (w e : ι → ℝ) (μ x y : ℝ) (hw : ∑ i, w i ≠ 0)
    (hJ : transportMoment w e μ 0 * x + transportMoment w e μ 1 * y = 0) :
    transportMoment w e μ 1 * x + transportMoment w e μ 2 * y =
      thermalConductivity w e μ * y := by
  have h0 : transportMoment w e μ 0 ≠ 0 := by rwa [transportMoment_zero]
  have hk := moment_mul_conductivity w e μ hw
  apply mul_left_cancel₀ h0
  linear_combination transportMoment w e μ 1 * hJ - y * hk
```

## A sum over pairs that contains no reference energy

Write a_i = e_i − μ. The reference energy cancels in a difference of two levels, so

(e_i − e_j)² = (a_i − a_j)² = a_i² + a_j² − 2 a_i a_j.

Multiplying by w_i w_j and summing over all ordered pairs gives

Σ_i Σ_j w_i w_j (e_i − e_j)² = L2 L0 + L0 L2 − 2 L1² = 2 L0 κ.

Hence

(Σ_i w_i) κ = ½ Σ_i Σ_j w_i w_j (e_i − e_j)².

In the proof, `Finset.sum_mul_sum` writes each product of moments as a double sum. The two sides are then compared pair by pair, where `ring` checks the expansion of the square. Only a nonzero total weight is needed; individual weights may have either sign.

```lean
/-- If the total weight is nonzero, its product with the electronic thermal conductivity is half the
weighted sum of squared energy differences over all ordered pairs of levels. -/
theorem conductivity_pair_formula (w e : ι → ℝ) (μ : ℝ) (hw : ∑ i, w i ≠ 0) :
    (∑ i, w i) * thermalConductivity w e μ =
      (∑ i, ∑ j, w i * w j * (e i - e j) ^ 2) / 2 := by
  -- expand each squared difference about the reference energy
  have hS : ∑ i, ∑ j, w i * w j * (e i - e j) ^ 2 =
      transportMoment w e μ 2 * transportMoment w e μ 0
        + transportMoment w e μ 0 * transportMoment w e μ 2
        - 2 * (transportMoment w e μ 1 * transportMoment w e μ 1) := by
    unfold transportMoment
    rw [Finset.sum_mul_sum, Finset.sum_mul_sum, Finset.sum_mul_sum]
    simp only [Finset.mul_sum, ← Finset.sum_add_distrib, ← Finset.sum_sub_distrib]
    refine Finset.sum_congr rfl fun i _ => Finset.sum_congr rfl fun j _ => ?_
    ring
  have hk := moment_mul_conductivity w e μ hw
  rw [← transportMoment_zero w e μ, hS]
  linear_combination hk
```

The right side of the pair formula does not contain μ. For two reference energies μ and ν, the products of the total weight with the two conductivities are therefore equal, and cancelling the nonzero total weight leaves

κ(μ) = κ(ν).

It would be wrong to read this as saying that doping leaves the thermal conductivity unchanged. Doping moves the chemical potential, which also enters the weights through −∂f/∂E, and κ generally changes with them. In the theorem `w` is the same function on both sides, so μ is only the zero from which energies are counted.

```lean
/-- At fixed weights with nonzero total, the electronic thermal conductivity does not depend on
the reference energy. -/
theorem conductivity_independent (w e : ι → ℝ) (μ ν : ℝ) (hw : ∑ i, w i ≠ 0) :
    thermalConductivity w e μ = thermalConductivity w e ν := by
  apply mul_left_cancel₀ hw
  rw [conductivity_pair_formula w e μ hw, conductivity_pair_formula w e ν hw]
```

## Zero conductivity means a single energy

Now let every weight be positive and let there be at least one level. Then L0 > 0, and each term w_i w_j (e_i − e_j)² is nonnegative, so κ ≥ 0.

If κ = 0, the double sum is zero. A sum of nonnegative terms vanishes only if every term does, and w_i w_j > 0 then forces e_i = e_j for each pair. Conversely, if all energies coincide, every term is zero and so is κ.

The theorem `conductivity_single_level_limit` states four facts together: L0 is positive, κ is the same for every reference energy ν, κ is nonnegative, and κ = 0 exactly when `∀ i j, e i = e j`. Several levels at one energy are allowed, and for a set with one member the condition holds automatically. The proof applies `Finset.sum_eq_zero_iff_of_nonneg` twice, first to the sum over i and then to the sum over j.

Strict positivity matters for the last fact, because a level of zero weight could sit at any energy without changing κ. Grid points with zero weight should therefore be removed before the criterion is applied.

```lean
/-- For positive weights on a nonempty set of levels, `L0` is positive and the electronic thermal
conductivity is independent of the reference energy, nonnegative, and zero exactly when all
level energies coincide. -/
theorem conductivity_single_level_limit [Nonempty ι] (w e : ι → ℝ) (hw : ∀ i, 0 < w i)
    (μ : ℝ) :
    0 < transportMoment w e μ 0 ∧
    (∀ ν, thermalConductivity w e ν = thermalConductivity w e μ) ∧
    0 ≤ thermalConductivity w e μ ∧
    (thermalConductivity w e μ = 0 ↔ ∀ i j, e i = e j) := by
  have hW : 0 < ∑ i, w i := Finset.sum_pos (fun i _ => hw i) Finset.univ_nonempty
  have hp := conductivity_pair_formula w e μ hW.ne'
  have hn : ∀ i j, 0 ≤ w i * w j * (e i - e j) ^ 2 := fun i j =>
    mul_nonneg (mul_pos (hw i) (hw j)).le (sq_nonneg _)
  have hrow : ∀ i, 0 ≤ ∑ j, w i * w j * (e i - e j) ^ 2 := fun i =>
    Finset.sum_nonneg fun j _ => hn i j
  have hS : 0 ≤ ∑ i, ∑ j, w i * w j * (e i - e j) ^ 2 :=
    Finset.sum_nonneg fun i _ => hrow i
  refine ⟨by rwa [transportMoment_zero],
    fun ν => conductivity_independent w e ν μ hW.ne', ?_, ?_, ?_⟩
  · refine nonneg_of_mul_nonneg_right ?_ hW
    rw [hp]
    linarith
  · -- a vanishing sum of nonnegative pair terms vanishes term by term
    intro hz i j
    rw [hz, mul_zero] at hp
    have hS0 : ∑ i, ∑ j, w i * w j * (e i - e j) ^ 2 = 0 := by linarith
    have hi := (Finset.sum_eq_zero_iff_of_nonneg (fun i _ => hrow i)).1 hS0 i
      (Finset.mem_univ i)
    have hij := (Finset.sum_eq_zero_iff_of_nonneg (fun j _ => hn i j)).1 hi j
      (Finset.mem_univ j)
    have hsq := (mul_eq_zero.1 hij).resolve_left (mul_pos (hw i) (hw j)).ne'
    exact sub_eq_zero.1 (pow_eq_zero_iff two_ne_zero |>.1 hsq)
  · intro he
    have hS0 : ∑ i, ∑ j, w i * w j * (e i - e j) ^ 2 = 0 :=
      Finset.sum_eq_zero fun i _ => Finset.sum_eq_zero fun j _ => by
        rw [he i j, sub_self]
        ring
    rw [hS0, zero_div] at hp
    exact (mul_eq_zero.1 hp).resolve_left hW.ne'
```

For two levels, labelled 0 and 1, the diagonal pairs contribute nothing and the two ordered off-diagonal pairs contribute equally. The factor ½ leaves one of them:

κ = w_0 w_1 (e_0 − e_1)² / (w_0 + w_1).

The proof expands the pair formula over `Fin 2` and divides by w_0 + w_1, which is assumed nonzero. The formula also shows what goes wrong with weights of mixed sign: w_0 = 2 and w_1 = −1 give κ = −2 (e_0 − e_1)².

```lean
/-- For two levels with nonzero total weight, the electronic thermal conductivity is the squared
energy difference times the product of the weights over their sum. -/
theorem conductivity_two_level (w e : Fin 2 → ℝ) (μ : ℝ) (hw : w 0 + w 1 ≠ 0) :
    thermalConductivity w e μ = w 0 * w 1 * (e 0 - e 1) ^ 2 / (w 0 + w 1) := by
  have h := conductivity_pair_formula w e μ (by rwa [Fin.sum_univ_two])
  simp only [Fin.sum_univ_two] at h
  rw [eq_div_iff hw]
  linear_combination h
```

## The figure of merit with a lattice contribution

Let κl > 0, which stands for heat conduction by phonons, and let there again be at least one level, with every weight positive. We compare Z with L2/κl by cross-multiplying. By the determinant identity,

L2 L0 (κ + κl) − L1² κl = L0 L2 κ + κl (L0 L2 − L1²)
= L0 κ (L2 + κl).

With positive weights the last expression is nonnegative, and both denominators are positive, so

Z ≤ L2/κl.

Since L0 > 0 and L2 + κl > 0, equality holds exactly when κ = 0, which means that all energies coincide.

The proof of `figureOfMerit_bound` follows this order. The identity is `hgap`, the lemmas `div_le_div_iff₀` and `div_eq_div_iff` do the cross-multiplication, and the equivalence from the previous theorem turns κ = 0 into the condition on the energies.

```lean
/-- With positive weights and lattice conductivity `κl > 0`, the figure of merit has a positive
denominator and is at most `L2 / κl`, with equality exactly when all level energies coincide. -/
theorem figureOfMerit_bound [Nonempty ι] (w e : ι → ℝ) (hw : ∀ i, 0 < w i)
    (μ κl : ℝ) (hl : 0 < κl) :
    0 < transportMoment w e μ 0 * (thermalConductivity w e μ + κl) ∧
    figureOfMerit w e μ κl ≤ transportMoment w e μ 2 / κl ∧
    (figureOfMerit w e μ κl = transportMoment w e μ 2 / κl ↔ ∀ i j, e i = e j) := by
  obtain ⟨h0, -, hκ, hiff⟩ := conductivity_single_level_limit w e hw μ
  have hk := moment_mul_conductivity w e μ (by rw [← transportMoment_zero w e μ]; exact h0.ne')
  have h2 : 0 ≤ transportMoment w e μ 2 :=
    Finset.sum_nonneg fun i _ => mul_nonneg (hw i).le (sq_nonneg _)
  have hD : 0 < transportMoment w e μ 0 * (thermalConductivity w e μ + κl) :=
    mul_pos h0 (by linarith)
  -- the distance to the bound is proportional to the electronic conductivity
  have hgap : transportMoment w e μ 2 *
        (transportMoment w e μ 0 * (thermalConductivity w e μ + κl))
        - transportMoment w e μ 1 ^ 2 * κl =
      transportMoment w e μ 0 * thermalConductivity w e μ *
        (transportMoment w e μ 2 + κl) := by
    linear_combination (-κl) * hk
  refine ⟨hD, ?_, ?_⟩
  · rw [figureOfMerit, div_le_div_iff₀ hD hl]
    have hpos := mul_nonneg (mul_nonneg h0.le hκ) (add_nonneg h2 hl.le)
    linarith
  · rw [← hiff, figureOfMerit, div_eq_div_iff hD.ne' hl.ne']
    constructor
    · intro h
      have hz : transportMoment w e μ 0 * thermalConductivity w e μ *
          (transportMoment w e μ 2 + κl) = 0 := by linarith
      have hz' := (mul_eq_zero.1 hz).resolve_right (by linarith : (0 : ℝ) < _ + κl).ne'
      exact (mul_eq_zero.1 hz').resolve_left h0.ne'
    · intro h
      rw [h, mul_zero, zero_mul] at hgap
      rw [h]
      linarith

end

end ElectronicThermalConductivity
```

This is the algebraic core of the Mahan–Sofo single-level limit. The bound L2/κl itself depends on the weights, the energies and μ, so the theorem does not find the transport distribution with the largest figure of merit. Reaching the bound need not mean a good thermoelectric either: if all levels lie at μ, then L1 = L2 = 0, and both Z and its bound are zero.

```lean
#print axioms ElectronicThermalConductivity.heat_current_of_open_circuit
#print axioms ElectronicThermalConductivity.conductivity_single_level_limit
#print axioms ElectronicThermalConductivity.conductivity_two_level
#print axioms ElectronicThermalConductivity.figureOfMerit_bound
```

```
'ElectronicThermalConductivity.heat_current_of_open_circuit' depends on axioms: [propext, Classical.choice, Quot.sound]
'ElectronicThermalConductivity.conductivity_single_level_limit' depends on axioms: [propext, Classical.choice, Quot.sound]
'ElectronicThermalConductivity.conductivity_two_level' depends on axioms: [propext, Classical.choice, Quot.sound]
'ElectronicThermalConductivity.figureOfMerit_bound' depends on axioms: [propext, Classical.choice, Quot.sound]
```
